# The exponential of a real two-by-two matrix from its eigenvalues and an invertible matrix of eigenvectors

For a real 2×2 matrix `A`, suppose the columns of an invertible real matrix `S` are eigenvectors with eigenvalues `p` and `q`, so that `A * S = S * !![p, 0; 0, q]`. The theorem says that exp(A) is then S diag(eᵖ, e^q) S⁻¹, which is the propagator over unit time of the linear system dx/dt = Ax. The eigenvectors need not be normalised or orthogonal, `A` need not be symmetric, and `p` and `q` may be equal. The attempt writes `A` as a diagonal matrix conjugated by `S`, takes the exponential inside the conjugation, and then computes the exponential of the diagonal matrix entry by entry.

As first written in Lean, the proof fails:

```lean
import Mathlib

open Matrix

namespace ExpOfEigenbasis

noncomputable section

/-- A matrix with eigenvalues `p`, `q` and an invertible matrix `S` of eigenvectors is
exponentiated by exponentiating its eigenvalues. -/
theorem exp_of_eigenbasis (A S : Matrix (Fin 2) (Fin 2) ℝ) (p q : ℝ) (hS : S.det ≠ 0)
    (h : A * S = S * !![p, 0; 0, q]) :
    NormedSpace.exp A = S * !![Real.exp p, 0; 0, Real.exp q] * S⁻¹ := by
  have hu : IsUnit S.det := isUnit_iff_ne_zero.mpr hS
  have diag : ∀ u v : ℝ, !![u, 0; 0, v] = diagonal ![u, v] := by
    intro u v
    ext i j
    fin_cases i <;> fin_cases j <;> simp
  have hA : A = S * diagonal ![p, q] * S⁻¹ := by
    rw [← diag, ← h, Matrix.mul_assoc, Matrix.mul_nonsing_inv _ hu, Matrix.mul_one]
  have hd : NormedSpace.exp (diagonal ![p, q]) = diagonal ![Real.exp p, Real.exp q] := by
    rw [Matrix.exp_diagonal]
    congr 1
    ext i
    rw [Pi.exp_apply]
    fin_cases i <;> simp [Real.exp_eq_exp_ℝ]
  rw [hA, Matrix.exp_conj _ _ ((Matrix.isUnit_iff_isUnit_det _).mpr hu), hd, diag]

end

end ExpOfEigenbasis
```

Messages:

```
Main.lean:25:8: error(lean.unknownIdentifier): Unknown identifier `Pi.exp_apply`
```

The change, after which it compiles:

```diff
@@ -23,5 +23,8 @@
     congr 1
     ext i
-    rw [Pi.exp_apply]
+    -- the exponential acts on each diagonal entry
+    have e : NormedSpace.exp ![p, q] i = NormedSpace.exp (![p, q] i) :=
+      NormedSpace.map_exp (Pi.evalRingHom (fun _ : Fin 2 => ℝ) i) (continuous_apply i) ![p, q]
+    rw [e]
     fin_cases i <;> simp [Real.exp_eq_exp_ℝ]
   rw [hA, Matrix.exp_conj _ _ ((Matrix.isUnit_iff_isUnit_det _).mpr hu), hd, diag]
```

Cause. The message says that Lean knows no declaration called `Pi.exp_apply`, so the `rw` has nothing to rewrite with. The fact wanted there is a true one. After `Matrix.exp_diagonal`, `congr 1` and `ext i`, the left side is entry `i` of the exponential of the vector `![p, q]`, and it has to become the exponential of entry `i`.

The repair proves this fact on the spot, as `e`. Taking entry `i` is a ring homomorphism, `Pi.evalRingHom`, and it is continuous by `continuous_apply i`. `NormedSpace.map_exp` says that such a map commutes with the exponential, which is just what `e` states. `rw [e]` then does the step meant for the missing lemma, and the unchanged last line checks the two entries, with `Real.exp_eq_exp_ℝ` relating `Real.exp` to `NormedSpace.exp`. The added comment only describes the step.
